# Ridge regression with λ > 0: the held-out residuals of any block of rows from one full fit

An interatomic potential that is linear in its coefficients is fitted to reference energies and forces taken from several trajectories. Neighbouring frames of a trajectory resemble each other, so leaving out one frame at a time can make the fit look better than it is: near copies of the missing frame are still in the training data. A fairer test leaves out a whole trajectory and asks how far off the predictions for it are. Done directly, that takes one new fit for every trajectory. For ridge regression with a fixed penalty, the same residuals can be obtained from the fit to all the data.

## The residual identity for a block

Let X be the real design matrix, with one row per reference value and one column per coefficient, and let y be the vector of reference values. The ridge coefficients are

b = (XᵀX + λI)⁻¹ Xᵀy, λ > 0.

The penalty strength λ restrains coefficients that the data hardly determine, for instance those of two nearly proportional descriptors. Write

H = X(XᵀX + λI)⁻¹Xᵀ, r = y − Hy,

so that Hy holds the fitted values and r the ordinary residuals. Let S be any set of rows, H_SS the block of H on those rows, and r_S the part of r on them. Then I − H_SS is invertible, and the residuals on S of the fit made without S are

e_S = (I − H_SS)⁻¹ r_S.

For a single row i this is r_i / (1 − H_ii). At the other extreme, S contains every row: the refit has no data, its coefficients are zero, and the formula correctly returns (I − H)⁻¹(I − H)y = y.

## Scoring folds without refitting

A code can use the identity when it chooses λ or compares descriptor sets by block cross-validation, provided the model is linear in its coefficients and λ and X stay the same in every fold. For each λ it factorises XᵀX + λI once. For each fold it forms H_SS = X_S(XᵀX + λI)⁻¹X_Sᵀ, where X_S holds the rows in S, and solves one linear system of the size of the fold. The full matrix H is never needed. This saves work when a fold has few rows compared with the number of coefficients. When it has more rows than there are coefficients, as a long trajectory with forces often does, an explicit refit from XᵀX − X_SᵀX_S and Xᵀy − X_Sᵀy_S is cheaper.

Two conventions decide whether the result agrees with an explicit refit. The penalty here is added to the sum of squared residuals; a code that adds it to their mean changes the effective λ whenever rows are removed. And if columns are centred or scaled with statistics of the training rows, an explicit refit changes X, whereas the identity keeps it.

## From the deleted fit back to the full fit

**The normal equations.** Suppose (XᵀX + λI)v = 0. Multiplying by vᵀ gives

0 = |Xv|² + λ|v|²,

so v = 0 and the matrix is invertible. Hence b is the ridge fit to y exactly when (XᵀX + λI)b = Xᵀy, that is, when

Xᵀ(y − Xb) = λb. (1)

**Replacing the missing data.** Now let b be the fit without S. Equation (1) for the kept rows reads, for every column j,

∑_{i not in S} X_ij (y_i − (Xb)_i) = λb_j.

Define ỹ_i = (Xb)_i for i in S and ỹ_i = y_i otherwise. The rows in S then have zero residual, so they can be added to the sum without changing it:

Xᵀ(ỹ − Xb) = λb.

By (1), b is also the fit to all rows with data ỹ, and therefore Hỹ = Xb.

**The linear system on S.** Put e = y − ỹ. On S this is the held-out residual y_i − (Xb)_i; elsewhere it is zero. Linearity gives Hy − He = Xb. On the rows in S,

r_S = y_S − (Hy)_S = y_S − (Xb)_S − (He)_S = e_S − H_SS e_S.

The last step uses that e vanishes outside S. Thus r_S = (I − H_SS)e_S.

**Invertibility.** Suppose (I − H_SS)v = 0. Extend v by zero to a vector z on all rows, and let b now be the ridge fit to z, so that Hz = Xb. On S the difference z − Xb vanishes; outside S, z vanishes. Hence

zᵀ(z − Xb) = 0.

Equation (1) for the data z also gives

(Xb)ᵀ(z − Xb) = bᵀXᵀ(z − Xb) = λ|b|².

Subtracting the second equation from the first,

|z − Xb|² = −λ|b|².

The left side is not negative, so b = 0. The equation zᵀ(z − Xb) = 0 then reads |z|² = 0, and v = 0. So I − H_SS can be inverted, which gives the identity.

The condition λ > 0 can't be relaxed to λ ≥ 0: with λ = 0 and X = I, H = I, and I − H_SS is the zero matrix for every nonempty S.

## Three data points, two held out

Take one coefficient, X = (1, 1, 1)ᵀ, λ = 1 and y = (1, 3, 8)ᵀ. Then XᵀX + λ = 4, the full fit is b = 12/4 = 3, every entry of H is 1/4, and r = (−2, 0, 5)ᵀ. Hold out rows 1 and 2:

I − H_SS = [[3/4, −1/4], [−1/4, 3/4]]

(I − H_SS)⁻¹ = [[3/2, 1/2], [1/2, 3/2]]

e_S = (I − H_SS)⁻¹ (−2, 0)ᵀ = (−3, −1)ᵀ.

The direct refit uses row 3 alone: b = 8/(1 + 1) = 4, with residuals 1 − 4 = −3 and 3 − 4 = −1. Row 2 has zero residual in the full fit and also when it is left out alone, but not when its block is left out.

## Lean source

```lean
import Mathlib

open Matrix

namespace RidgeBlockCrossValidation

noncomputable section

variable {n p : Type*} [Fintype n] [Fintype p] [DecidableEq p]

/-- The regularised normal matrix `XᵀX + λI` of ridge regression. -/
def ridgeNormal (X : Matrix n p ℝ) (lam : ℝ) : Matrix p p ℝ := Xᵀ * X + lam • 1

/-- The ridge coefficients `(XᵀX + λI)⁻¹ Xᵀy`, for `XᵀX + λI` invertible. -/
def ridgeFit (X : Matrix n p ℝ) (y : n → ℝ) (lam : ℝ) : p → ℝ :=
  (ridgeNormal X lam)⁻¹ *ᵥ (Xᵀ *ᵥ y)


/-- The hat matrix `H = X (XᵀX + λI)⁻¹ Xᵀ`, for `XᵀX + λI` invertible. -/
def hat (X : Matrix n p ℝ) (lam : ℝ) : Matrix n n ℝ :=
  X * (ridgeNormal X lam)⁻¹ * Xᵀ

/-- The ridge coefficients refitted without the rows in `S`, for an invertible normal matrix
of the remaining rows. -/
def deletedFit (X : Matrix n p ℝ) (y : n → ℝ) (lam : ℝ) (S : n → Prop) [DecidablePred S] :
    p → ℝ :=
  ridgeFit (X.submatrix (Subtype.val : {i // ¬ S i} → n) id) (fun i => y i) lam

/-- The diagonal block `H_SS` of a matrix `H` on the rows in `S`. -/
def heldBlock (H : Matrix n n ℝ) (S : n → Prop) : Matrix {i // S i} {i // S i} ℝ :=
  H.submatrix Subtype.val Subtype.val

/-- For `λ > 0` the regularised normal matrix is invertible. -/
theorem ridgeNormal_det (X : Matrix n p ℝ) {lam : ℝ} (hlam : 0 < lam) :
    IsUnit (ridgeNormal X lam).det := by
  rw [isUnit_iff_ne_zero]
  intro h
  obtain ⟨v, hv, h0⟩ := Matrix.exists_mulVec_eq_zero_iff.mpr h
  have hA : ridgeNormal X lam *ᵥ v = Xᵀ *ᵥ (X *ᵥ v) + lam • v := by
    simp only [ridgeNormal, Matrix.add_mulVec, Matrix.smul_mulVec, Matrix.one_mulVec,
      Matrix.mulVec_mulVec]
  -- the quadratic form is |Xv|² + λ|v|²
  have h1 : v ⬝ᵥ (Xᵀ *ᵥ (X *ᵥ v) + lam • v) = 0 := by rw [← hA, h0, dotProduct_zero]
  rw [dotProduct_add, Matrix.dotProduct_mulVec, Matrix.vecMul_transpose, dotProduct_smul,
    smul_eq_mul] at h1
  have hX : 0 ≤ (X *ᵥ v) ⬝ᵥ (X *ᵥ v) := Finset.sum_nonneg fun i _ => mul_self_nonneg _
  have hn : 0 ≤ v ⬝ᵥ v := Finset.sum_nonneg fun i _ => mul_self_nonneg _
  have hp : 0 < v ⬝ᵥ v := lt_of_le_of_ne hn fun h => hv (dotProduct_self_eq_zero.mp h.symm)
  linarith [mul_pos hlam hp]

/-- For `λ > 0`, `b` is the ridge fit exactly when `Xᵀ(y - Xb) = λb`. -/
theorem ridgeFit_iff (X : Matrix n p ℝ) (y : n → ℝ) {lam : ℝ} (hlam : 0 < lam) (b : p → ℝ) :
    b = ridgeFit X y lam ↔ Xᵀ *ᵥ (y - X *ᵥ b) = lam • b := by
  have hdet := ridgeNormal_det X hlam
  have hA : ridgeNormal X lam *ᵥ b = Xᵀ *ᵥ (X *ᵥ b) + lam • b := by
    simp only [ridgeNormal, Matrix.add_mulVec, Matrix.smul_mulVec, Matrix.one_mulVec,
      Matrix.mulVec_mulVec]
  constructor
  · intro hb
    have h : ridgeNormal X lam *ᵥ b = Xᵀ *ᵥ y := by
      rw [hb, ridgeFit, Matrix.mulVec_mulVec, Matrix.mul_nonsing_inv _ hdet, Matrix.one_mulVec]
    rw [Matrix.mulVec_sub, ← h, hA]
    abel
  · intro h
    have h' : Xᵀ *ᵥ y = ridgeNormal X lam *ᵥ b := by
      rw [hA, ← h, Matrix.mulVec_sub]
      abel
    rw [ridgeFit, h', Matrix.mulVec_mulVec, Matrix.nonsing_inv_mul _ hdet, Matrix.one_mulVec]


/-- The hat matrix maps the data to the predictions of the ridge fit. -/
theorem hat_mulVec (X : Matrix n p ℝ) (y : n → ℝ) (lam : ℝ) :
    hat X lam *ᵥ y = X *ᵥ ridgeFit X y lam := by
  simp only [hat, ridgeFit, Matrix.mulVec_mulVec, Matrix.mul_assoc]

/-- On data `z` that vanish outside `S`, the block `H_SS` acts as `H` does, read off on `S`. -/
theorem heldBlock_mulVec (H : Matrix n n ℝ) (S : n → Prop) [DecidablePred S] (z : n → ℝ)
    (hz : ∀ i, ¬ S i → z i = 0) :
    heldBlock H S *ᵥ (fun i : {i // S i} => z i) = fun i : {i // S i} => (H *ᵥ z) i := by
  ext i
  change ∑ j : {j // S j}, H i j * z j = ∑ j, H i j * z j
  rw [← Fintype.sum_subtype_add_sum_subtype S (fun j => H i j * z j),
    Finset.sum_eq_zero (fun (j : {j // ¬ S j}) _ => by rw [hz j j.2, mul_zero]), add_zero]

/-- For `λ > 0`, the fit without `S` is also the fit to all rows once the data on `S` are
replaced by the predictions of that fit. -/
theorem deletedFit_eq_replaced (X : Matrix n p ℝ) (y : n → ℝ) {lam : ℝ} (hlam : 0 < lam)
    (S : n → Prop) [DecidablePred S] :
    deletedFit X y lam S =
      ridgeFit X (fun i => if S i then (X *ᵥ deletedFit X y lam S) i else y i) lam := by
  obtain ⟨b, hb⟩ : ∃ b, b = deletedFit X y lam S := ⟨_, rfl⟩
  rw [← hb, ridgeFit_iff X _ hlam]
  have hdel := (ridgeFit_iff (X.submatrix (Subtype.val : {i // ¬ S i} → n) id)
    (fun i => y i) hlam b).mp hb
  ext j
  refine Eq.trans ?_ (congrFun hdel j)
  change ∑ i, X i j * ((if S i then (X *ᵥ b) i else y i) - (X *ᵥ b) i) =
    ∑ i : {i // ¬ S i}, X i j * (y i - (X *ᵥ b) i)
  -- the replaced rows have zero residual and drop out
  rw [← Fintype.sum_subtype_add_sum_subtype S
      (fun i => X i j * ((if S i then (X *ᵥ b) i else y i) - (X *ᵥ b) i)),
    Finset.sum_eq_zero (fun (i : {i // S i}) _ => by rw [if_pos i.2, sub_self, mul_zero]),
    zero_add]
  exact Finset.sum_congr rfl fun i _ => by rw [if_neg i.2]

/-- For `λ > 0` and any set `S` of rows, `I - H_SS` is invertible. -/
theorem isUnit_one_sub_heldBlock [DecidableEq n] (X : Matrix n p ℝ) {lam : ℝ} (hlam : 0 < lam)
    (S : n → Prop) [DecidablePred S] : IsUnit (1 - heldBlock (hat X lam) S) := by
  rw [Matrix.isUnit_iff_isUnit_det, isUnit_iff_ne_zero]
  intro h0
  obtain ⟨v, hv, h⟩ := Matrix.exists_mulVec_eq_zero_iff.mpr h0
  apply hv
  -- extend the null vector by zero and fit it
  obtain ⟨z, hzS, hz⟩ : ∃ z : n → ℝ, (∀ i : {i // S i}, z i = v i) ∧ ∀ i, ¬ S i → z i = 0 :=
    ⟨fun i => if h : S i then v ⟨i, h⟩ else 0, fun i => by simp [i.2], fun i hi => by simp [hi]⟩
  have hv' : v = fun i : {i // S i} => z i := funext fun i => (hzS i).symm
  rw [hv', Matrix.sub_mulVec, Matrix.one_mulVec, heldBlock_mulVec _ S z hz, hat_mulVec] at h
  obtain ⟨b, hb⟩ : ∃ b, b = ridgeFit X z lam := ⟨_, rfl⟩
  rw [← hb] at h
  have hs := (ridgeFit_iff X z hlam b).mp hb
  have hw : z ⬝ᵥ (z - X *ᵥ b) = 0 := Finset.sum_eq_zero fun i _ => by
    by_cases hi : S i
    · have h' : z i - (X *ᵥ b) i = 0 := congrFun h ⟨i, hi⟩
      rw [Pi.sub_apply, h', mul_zero]
    · rw [hz i hi, zero_mul]
  have hc : (X *ᵥ b) ⬝ᵥ (z - X *ᵥ b) = lam * (b ⬝ᵥ b) := by
    rw [← Matrix.vecMul_transpose X b, ← Matrix.dotProduct_mulVec, Matrix.vecMul_transpose, hs,
      dotProduct_smul, smul_eq_mul]
  have hr : 0 ≤ (z - X *ᵥ b) ⬝ᵥ (z - X *ᵥ b) := Finset.sum_nonneg fun i _ => mul_self_nonneg _
  rw [sub_dotProduct, hw, hc] at hr
  have hn : 0 ≤ b ⬝ᵥ b := Finset.sum_nonneg fun i _ => mul_self_nonneg _
  have hb0 : b = 0 := by
    by_contra hne
    have hp : 0 < b ⬝ᵥ b := lt_of_le_of_ne hn fun h => hne (dotProduct_self_eq_zero.mp h.symm)
    linarith [mul_pos hlam hp]
  rw [hb0, Matrix.mulVec_zero, sub_zero] at hw
  rw [hv', dotProduct_self_eq_zero.mp hw]
  rfl

/-- For `λ > 0` and any set `S` of rows, `I - H_SS` is invertible and the residuals on `S` of
the ridge fit made without `S` are `(I - H_SS)⁻¹ r_S`, where `r = y - Hy`. -/
theorem heldOut_residual [DecidableEq n] (X : Matrix n p ℝ) (y : n → ℝ) {lam : ℝ}
    (hlam : 0 < lam) (S : n → Prop) [DecidablePred S] :
    IsUnit (1 - heldBlock (hat X lam) S) ∧
    (fun i : {i // S i} => y i - (X *ᵥ deletedFit X y lam S) i) =
      (1 - heldBlock (hat X lam) S)⁻¹ *ᵥ
        (fun i : {i // S i} => (y - hat X lam *ᵥ y) i) := by
  have hu := isUnit_one_sub_heldBlock X hlam S
  refine ⟨hu, ?_⟩
  have hrep := deletedFit_eq_replaced X y hlam S
  obtain ⟨b, hb⟩ : ∃ b, b = deletedFit X y lam S := ⟨_, rfl⟩
  rw [← hb] at hrep ⊢
  -- e is the held-out residual, extended by zero
  obtain ⟨e, he⟩ : ∃ e : n → ℝ, e = fun i => if S i then y i - (X *ᵥ b) i else 0 := ⟨_, rfl⟩
  have heS : (fun i : {i // S i} => y i - (X *ᵥ b) i) = fun i : {i // S i} => e i := by
    ext i
    simp [he, i.2]
  have hy : (fun i => if S i then (X *ᵥ b) i else y i) = y - e := by
    ext i
    by_cases hi : S i <;> simp [he, hi]
  have hH : hat X lam *ᵥ y - hat X lam *ᵥ e = X *ᵥ b := by
    rw [← Matrix.mulVec_sub, hat_mulVec, ← hy, ← hrep]
  have hr : (fun i : {i // S i} => (y - hat X lam *ᵥ y) i) =
      (1 - heldBlock (hat X lam) S) *ᵥ (fun i : {i // S i} => e i) := by
    rw [Matrix.sub_mulVec, Matrix.one_mulVec,
      heldBlock_mulVec _ S e (fun i hi => by simp [he, hi])]
    ext i
    have h1 := congrFun hH i
    have h2 := congrFun heS i
    simp only [Pi.sub_apply] at h1 h2 ⊢
    linarith
  rw [heS, hr, Matrix.mulVec_mulVec,
    Matrix.nonsing_inv_mul _ ((Matrix.isUnit_iff_isUnit_det _).mp hu), Matrix.one_mulVec]

/-- For `λ > 0` and any division `c` of the rows into folds, the total squared error of
cross-validation, each row predicted without its fold, follows from `H` and `r = y - Hy`. -/
theorem crossValidation_error [DecidableEq n] {κ : Type*} [Fintype κ] [DecidableEq κ]
    (X : Matrix n p ℝ) (y : n → ℝ) {lam : ℝ} (hlam : 0 < lam) (c : n → κ) :
    ∑ i, (y i - (X *ᵥ deletedFit X y lam (fun j => c j = c i)) i) ^ 2 =
      ∑ k, ∑ i : {j // c j = k}, (((1 - heldBlock (hat X lam) (fun j => c j = k))⁻¹ *ᵥ
        (fun j : {j // c j = k} => (y - hat X lam *ᵥ y) j)) i) ^ 2 := by
  rw [← Fintype.sum_fiberwise c]
  refine Finset.sum_congr rfl fun k _ => Finset.sum_congr rfl fun i _ => ?_
  obtain ⟨i, rfl⟩ := i
  exact congrArg (fun t : ℝ => t ^ 2)
    (congrFun (heldOut_residual X y hlam (fun j => c j = c i)).2 ⟨i, rfl⟩)


end

end RidgeBlockCrossValidation
```

```lean
#print axioms RidgeBlockCrossValidation.heldOut_residual
-- 'RidgeBlockCrossValidation.heldOut_residual' depends on axioms: [propext, Classical.choice, Quot.sound]
#print axioms RidgeBlockCrossValidation.crossValidation_error
-- 'RidgeBlockCrossValidation.crossValidation_error' depends on axioms: [propext, Classical.choice, Quot.sound]
```

## Row sets, refits and folds in Lean

The letters `n` and `p` are finite types of row and column labels, not numbers, and `lam` is λ. A row set is a predicate `S : n → Prop`, true on the held-out rows; `{i // S i}` is the type of those rows and `{i // ¬ S i}` that of the kept ones. `ridgeFit` is the coefficient formula, `hat` is H, and `heldBlock` cuts out H_SS. `deletedFit` applies `ridgeFit` to the submatrix of kept rows and the kept data, so the left side of the identity is a genuine refit.

`heldOut_residual` says that for every real X and y, every λ > 0 and every S, two things hold: I − H_SS is invertible (`IsUnit`), and the held-out residuals equal its inverse applied to r_S.

`crossValidation_error` takes a fold label `c i` for each row, with folds of any size. It equates the total squared error, each row being predicted without its fold, with the sum computed from H and r. This is a sum over rows; divide by their number for the mean squared error.

## From normal equations to the fold sum

`ridgeNormal_det` takes a null vector from a vanishing determinant and refutes it with the quadratic form. `ridgeFit_iff` is equation (1), and `hat_mulVec` says that Hy is the vector of fitted values. `heldBlock_mulVec` splits a sum over all rows into S and the rest, and drops the part where the vector is zero. The same split in `deletedFit_eq_replaced` removes the replaced rows, whose residuals vanish.

`isUnit_one_sub_heldBlock` is the invertibility argument: `hw` is zᵀ(z − Xb) = 0, `hc` is the equation with λ|b|², and `hb0` is b = 0. In `heldOut_residual`, `hrep` is the replacement step, `hH` is Hy − He = Xb, and `hr` is r_S = (I − H_SS)e_S; multiplying by the inverse finishes the proof. The cross-validation theorem groups the rows by fold and applies this result to each one.

## What a cross-validation score still depends on

The identity guarantees agreement with the refit, not that the score predicts errors on new configurations. That step needs held-out blocks that represent the intended use and are sufficiently independent of the kept data.

The same λ multiplies every squared coefficient, so a constant column is penalised like any other; an unpenalised intercept is a different model. Weights on energies and forces fit in if each row of X and its entry of y are multiplied by the square root of the weight, and the residuals then come out multiplied by the same factor.

The theorems concern real numbers and give no bound on rounding. When λ is small, I − H_SS may be close to singular, and comparing a few folds with explicit refits is a sensible check.
